# Form factor of a uniform polar layer: closed form, bounds and limits

Let $d$ be the thickness of a polar layer and $q$ the magnitude of the in-plane wavevector of a longitudinal optical phonon. The phonon carries a polarisation charge, and an electron in the layer scatters from its potential. Two charge waves of wavenumber $q$ at heights $z$ and $w$ interact through $(2\pi/q)\,e^{-q|z-w|}$, in Gaussian units with unit charge. If both the polarisation and the electron density are uniform across the layer, and the sheet polarisation (the polarisation integrated over the thickness) is held fixed, the thickness enters through the average

$$\frac{1}{d^2}\int_0^d\!\!\int_0^d e^{-q|z-w|}\,dw\,dz .$$

For $q,d>0$ and $x=qd$, this average equals

$$F(x)=\frac{2(x-1+e^{-x})}{x^2},\qquad \frac{1}{1+x/2}<F(x)<\frac{1}{1+x/3}.$$

```lean
import Mathlib

open Real Filter Topology

namespace PolarLayerFormFactor

noncomputable section
```

`layerFormFactor` is the double integral itself, divided by $d^2$. The closed expression has its own name, `slabF`, so their equality is something to prove.

```lean
/-- The average of `exp (-q |z - w|)` over all pairs of heights `z`, `w` in a layer of
thickness `d > 0`. -/
def layerFormFactor (q d : ℝ) : ℝ :=
  1 / d ^ 2 * ∫ z in (0 : ℝ)..d, ∫ w in (0 : ℝ)..d, Real.exp (-q * |z - w|)

/-- The closed expression `F(x) = 2 (x - 1 + exp (-x)) / x ^ 2`, for `x ≠ 0`. -/
def slabF (x : ℝ) : ℝ := 2 * (x - 1 + Real.exp (-x)) / x ^ 2
```

A longitudinal polarisation wave has charge amplitude $q$ times its polarisation. The vertex is this factor $q$, times the kernel $2\pi/q$, times the form factor. `froehlichVertex` is therefore the coupling per unit sheet polarisation. The phase, the phonon amplitude and the effective charges that a textbook vertex contains are left out.

```lean
/-- The Fröhlich vertex of a uniform, unscreened polar layer per unit sheet polarisation, without
its phase, for `q > 0` and `d > 0`: the factor `q` of the polarisation charge, the two-dimensional
Coulomb kernel `2π/q`, and the form factor. -/
def froehlichVertex (q d : ℝ) : ℝ := q * (2 * π / q) * layerFormFactor q d
```

The step from a material to this model is the replacement of the true phonon and electron profiles, and of the dielectric response, by uniform profiles with an unscreened Coulomb kernel. No hypothesis below justifies that replacement.

## A height inside the layer: $0\le z\le d$

This condition places the electron inside the layer or on one of its faces. The polarisation charge then divides into a part below the electron and a part above it, either of which may be empty. By hand, the condition allows the inner integral to be split at $w=z$:

$$\int_0^z e^{-q(z-w)}dw=\frac{1-e^{-qz}}{q},\qquad \int_z^d e^{-q(w-z)}dw=\frac{1-e^{-q(d-z)}}{q}.$$

The sum is $(2-e^{-qz}-e^{-q(d-z)})/q$.

In `integral_kernel` the two parts are called `below` and `above`. The hypotheses `hz` and `hzd` fix the order of the endpoints, which determines the sign of $z-w$ and removes the absolute value. Each part then follows from an explicit antiderivative, and `integral_add_adjacent_intervals` joins them.

Above the layer the formula fails. For $q=d=1$ and $z=2$ the integral is $e^{-1}-e^{-2}\approx0.23$, while the formula gives $2-e^{-2}-e\approx-0.85$.

```lean
/-- The kernel `exp (-q |z - w|)` with `q ≠ 0`, integrated over the layer `0 ≤ w ≤ d` and
seen from a height `z` inside the layer. -/
theorem integral_kernel {q d z : ℝ} (hq : q ≠ 0) (hz : 0 ≤ z) (hzd : z ≤ d) :
    ∫ w in (0 : ℝ)..d, Real.exp (-q * |z - w|)
      = (2 - Real.exp (-q * z) - Real.exp (-q * (d - z))) / q := by
  have hc : Continuous fun w : ℝ => Real.exp (-q * |z - w|) := by fun_prop
  -- the part of the layer below `z`
  have below : ∫ w in (0 : ℝ)..z, Real.exp (-q * |z - w|) = (1 - Real.exp (-q * z)) / q := by
    have e : ∫ w in (0 : ℝ)..z, Real.exp (-q * |z - w|)
        = ∫ w in (0 : ℝ)..z, Real.exp (-q * (z - w)) := by
      apply intervalIntegral.integral_congr
      intro w hw
      rw [Set.uIcc_of_le hz] at hw
      have h : |z - w| = z - w := abs_of_nonneg (by linarith [hw.2])
      simp only [h]
    have hd : ∀ w : ℝ, HasDerivAt (fun w => Real.exp (-q * (z - w)) / q)
        (Real.exp (-q * (z - w))) w := fun w =>
      (((((hasDerivAt_id' w).const_sub z).const_mul (-q)).exp).div_const q).congr_deriv
        (by rw [div_eq_iff hq]; ring)
    rw [e, intervalIntegral.integral_eq_sub_of_hasDerivAt (fun w _ => hd w)
      (Continuous.intervalIntegrable (by fun_prop) _ _)]
    simp only [sub_self, mul_zero, sub_zero, Real.exp_zero]
    ring
  -- the part of the layer above `z`
  have above : ∫ w in z..d, Real.exp (-q * |z - w|)
      = (1 - Real.exp (-q * (d - z))) / q := by
    have e : ∫ w in z..d, Real.exp (-q * |z - w|)
        = ∫ w in z..d, Real.exp (-q * (w - z)) := by
      apply intervalIntegral.integral_congr
      intro w hw
      rw [Set.uIcc_of_le hzd] at hw
      have h : |z - w| = w - z := by
        rw [abs_sub_comm]
        exact abs_of_nonneg (by linarith [hw.1])
      simp only [h]
    have hd : ∀ w : ℝ, HasDerivAt (fun w => Real.exp (-q * (w - z)) / (-q))
        (Real.exp (-q * (w - z))) w := fun w =>
      (((((hasDerivAt_id' w).sub_const z).const_mul (-q)).exp).div_const (-q)).congr_deriv
        (by rw [div_eq_iff (neg_ne_zero.mpr hq)]; ring)
    rw [e, intervalIntegral.integral_eq_sub_of_hasDerivAt (fun w _ => hd w)
      (Continuous.intervalIntegrable (by fun_prop) _ _)]
    simp only [sub_self, mul_zero, Real.exp_zero, div_neg]
    ring
  rw [← intervalIntegral.integral_add_adjacent_intervals
    (hc.intervalIntegrable 0 z) (hc.intervalIntegrable z d), below, above]
  ring
```

## A nonzero wavenumber: $q\neq0$

A phonon with $q=0$ has no in-plane modulation and produces no polarisation charge in this model. By hand, $q\neq0$ is needed whenever an exponential is integrated, since each integration divides by $q$. The outer integral is

$$\int_0^d\frac{2-e^{-qz}-e^{-q(d-z)}}{q}\,dz=\frac1q\left(2d-\frac{2(1-e^{-qd})}{q}\right)=\frac{2(qd-1+e^{-qd})}{q^2}.$$

The proof of `double_integral_kernel` first replaces the inner integral by its value, for which every $z$ must lie between $0$ and $d$. It then differentiates an antiderivative in $z$ and evaluates it at the endpoints. The hypothesis `hq` is used in the call to `integral_kernel`, in checking the derivatives and again in the last line, where one factor of $q$ cancels in the term linear in $d$.

At $q=0$ and $d=1$ the average is $1$, because the integrand is $1$, but the closed expression reads $0/0$. Lean assigns this quotient the value $0$, so the equality would become $1=0$.

Negative $q$ is allowed in this theorem, although a wavenumber magnitude is never negative.

```lean
/-- The double integral of `exp (-q |z - w|)` over a layer of thickness `d ≥ 0`, for
`q ≠ 0`. -/
theorem double_integral_kernel {q d : ℝ} (hq : q ≠ 0) (hd : 0 ≤ d) :
    ∫ z in (0 : ℝ)..d, ∫ w in (0 : ℝ)..d, Real.exp (-q * |z - w|)
      = 2 * (q * d - 1 + Real.exp (-q * d)) / q ^ 2 := by
  have e : ∫ z in (0 : ℝ)..d, ∫ w in (0 : ℝ)..d, Real.exp (-q * |z - w|)
      = ∫ z in (0 : ℝ)..d, (2 - Real.exp (-q * z) - Real.exp (-q * (d - z))) / q := by
    apply intervalIntegral.integral_congr
    intro z hz
    rw [Set.uIcc_of_le hd] at hz
    exact integral_kernel hq hz.1 hz.2
  -- an explicit antiderivative in `z`
  have hF : ∀ z : ℝ, HasDerivAt
      (fun z => (2 * z + Real.exp (-q * z) / q - Real.exp (-q * (d - z)) / q) / q)
      ((2 - Real.exp (-q * z) - Real.exp (-q * (d - z))) / q) z := by
    intro z
    have h1 : HasDerivAt (fun z => Real.exp (-q * z) / q) (-Real.exp (-q * z)) z :=
      ((((hasDerivAt_id' z).const_mul (-q)).exp).div_const q).congr_deriv
        (by rw [div_eq_iff hq]; ring)
    have h2 : HasDerivAt (fun z => Real.exp (-q * (d - z)) / q)
        (Real.exp (-q * (d - z))) z :=
      (((((hasDerivAt_id' z).const_sub d).const_mul (-q)).exp).div_const q).congr_deriv
        (by rw [div_eq_iff hq]; ring)
    exact (((((hasDerivAt_id' z).const_mul 2).fun_add h1).fun_sub h2).div_const q).congr_deriv
      (by ring)
  rw [e, intervalIntegral.integral_eq_sub_of_hasDerivAt (fun z _ => hF z)
    (Continuous.intervalIntegrable (by fun_prop) _ _)]
  simp only [sub_self, mul_zero, sub_zero, Real.exp_zero]
  -- cancel one factor of `q` in the term linear in `d`
  linear_combination (-2 * d * q⁻¹) * mul_inv_cancel₀ hq
```

## A layer of positive thickness: $d>0$

An average over the layer needs a layer to average over. By hand, $d>0$ permits the division by $d^2$, which turns the double integral into

$$\frac{2(qd-1+e^{-qd})}{q^2d^2}=F(qd).$$

Thickness and wavenumber now enter only through their product.

The proof of `layerFormFactor_eq` unfolds the definitions, inserts the double integral and rearranges. It uses only the weaker fact $d\ge0$, as `hd.le`; the strict inequality keeps the statement to cases where the average has a meaning.

If $d$ may be negative, the equality fails. For $q=1$ and $d=-1$ both integrals run backwards, the two signs cancel, and the average is $F(1)=2/e\approx0.74$. The right-hand side is $F(-1)=2(e-2)\approx1.44$.

```lean
/-- For `q ≠ 0` and `d > 0` the form factor of the layer depends only on `x = q d` and
equals `2 (x - 1 + exp (-x)) / x ^ 2`. -/
theorem layerFormFactor_eq {q d : ℝ} (hq : q ≠ 0) (hd : 0 < d) :
    layerFormFactor q d = slabF (q * d) := by
  rw [layerFormFactor, double_integral_kernel hq hd.le, slabF, neg_mul]
  ring
```

## Positive $x$: the strict bounds

The number $x=qd$ compares the thickness with the decay length $1/q$ of the potential. It is positive for every actual phonon with $q>0$ in an actual layer.

For the lower bound, multiply by the positive denominators. The claim $1/(1+x/2)<F(x)$ becomes

$$x^2<(x-1+e^{-x})(x+2)=x^2+g(x),\qquad g(x)=x-2+(x+2)e^{-x}.$$

So $g(x)>0$ is required. We have $g(0)=0$ and

$$g'(x)=1-(x+1)e^{-x}>0\quad\text{for }x>0,$$

because $x+1<e^x$. Hence $g$ increases from zero.

`lower_aux` is this argument. The derivative is computed in `hd`, `Real.add_one_lt_exp` makes it positive, and `strictMonoOn_of_deriv_pos` gives strict growth on $[0,\infty)$. Comparing the values at $0$ and $x$ finishes it.

```lean
/-- The inequality `x - 2 + (x + 2) exp (-x) > 0` for `x > 0`. -/
theorem lower_aux {x : ℝ} (hx : 0 < x) : 0 < x - 2 + (x + 2) * Real.exp (-x) := by
  have hd : ∀ y : ℝ, HasDerivAt (fun y => y - 2 + (y + 2) * Real.exp (-y))
      (1 - (y + 1) * Real.exp (-y)) y := fun y =>
    (((hasDerivAt_id' y).sub_const 2).fun_add
      (((hasDerivAt_id' y).add_const 2).fun_mul (hasDerivAt_id' y).fun_neg.exp)).congr_deriv
      (by ring)
  have mono : StrictMonoOn (fun y : ℝ => y - 2 + (y + 2) * Real.exp (-y)) (Set.Ici 0) := by
    refine strictMonoOn_of_deriv_pos (convex_Ici 0)
      (fun y _ => (hd y).continuousAt.continuousWithinAt) (fun y hy => ?_)
    rw [interior_Ici] at hy
    have hy' : 0 < y := hy
    rw [(hd y).deriv]
    -- the slope is positive because `y + 1 < exp y`
    have h1 := mul_lt_mul_of_pos_right (Real.add_one_lt_exp hy'.ne') (Real.exp_pos (-y))
    have h2 : Real.exp y * Real.exp (-y) = 1 := by rw [← Real.exp_add]; simp
    linarith
  have h0 : (0 : ℝ) - 2 + (0 + 2) * Real.exp (-0) = 0 := by norm_num
  have h : (0 : ℝ) - 2 + (0 + 2) * Real.exp (-0) < x - 2 + (x + 2) * Real.exp (-x) :=
    mono (Set.mem_Ici.2 le_rfl) (Set.mem_Ici.2 hx.le) hx
  rwa [h0] at h
```

For the upper bound, the claim $F(x)<1/(1+x/3)$ becomes $2(x-1+e^{-x})(x+3)<3x^2$, which is the same as

$$h(x)=x^2-4x+6-(2x+6)e^{-x}>0.$$

Here $h(0)=0$ and

$$h'(x)=2x-4+(2x+4)e^{-x}=2g(x)>0,$$

so the first inequality supplies the slope for the second.

In `slabF_bounds`, `mono` records the growth of $h$, using `lower_aux` for its derivative. Then `div_lt_div_iff₀` clears the denominators, which are positive because $x>0$, and `nlinarith` matches the results with $g(x)>0$ and $h(x)>0$.

Requiring only $x\neq0$ would not be enough: at $x=-1$ the lower bound would claim $2<F(-1)\approx1.44$.

```lean
/-- For `x > 0` the closed expression `slabF x` lies strictly between `1/(1 + x/2)` and
`1/(1 + x/3)`. -/
theorem slabF_bounds {x : ℝ} (hx : 0 < x) :
    1 / (1 + x / 2) < slabF x ∧ slabF x < 1 / (1 + x / 3) := by
  have hd : ∀ y : ℝ, HasDerivAt (fun y => y ^ 2 - 4 * y + 6 - (2 * y + 6) * Real.exp (-y))
      (2 * (y - 2 + (y + 2) * Real.exp (-y))) y := fun y =>
    (((((hasDerivAt_id' y).fun_pow 2).fun_sub ((hasDerivAt_id' y).const_mul 4)).add_const
      6).fun_sub ((((hasDerivAt_id' y).const_mul 2).add_const 6).fun_mul
        (hasDerivAt_id' y).fun_neg.exp)).congr_deriv (by norm_num; ring)
  -- the slope is twice the function of `lower_aux`
  have mono : StrictMonoOn
      (fun y : ℝ => y ^ 2 - 4 * y + 6 - (2 * y + 6) * Real.exp (-y)) (Set.Ici 0) := by
    refine strictMonoOn_of_deriv_pos (convex_Ici 0)
      (fun y _ => (hd y).continuousAt.continuousWithinAt) (fun y hy => ?_)
    rw [interior_Ici] at hy
    rw [(hd y).deriv]
    exact mul_pos two_pos (lower_aux hy)
  have h0 : (0 : ℝ) ^ 2 - 4 * 0 + 6 - (2 * 0 + 6) * Real.exp (-0) = 0 := by norm_num
  have h : (0 : ℝ) ^ 2 - 4 * 0 + 6 - (2 * 0 + 6) * Real.exp (-0)
      < x ^ 2 - 4 * x + 6 - (2 * x + 6) * Real.exp (-x) :=
    mono (Set.mem_Ici.2 le_rfl) (Set.mem_Ici.2 hx.le) hx
  rw [h0] at h
  unfold slabF
  constructor
  · rw [div_lt_div_iff₀ (by positivity) (by positivity)]
    nlinarith [lower_aux hx]
  · rw [div_lt_div_iff₀ (by positivity) (by positivity)]
    nlinarith [h]
```

## Positive $q$ and $d$: bounds on the vertex

With $q>0$ the charge factor cancels the singularity of the Coulomb kernel, $q\cdot(2\pi/q)=2\pi$, so the vertex is $2\pi F(qd)$. Multiplying the bounds on $F$ by $2\pi$ gives

$$\frac{2\pi}{1+qd/2}<2\pi F(qd)<\frac{2\pi}{1+qd/3}.$$

`froehlichVertex_bounds` follows the same order. The two positivity hypotheses give $qd>0$ for `slabF_bounds`, `mul_div_cancel₀` removes $q$, and both inequalities are multiplied by the positive number $2\pi$.

If $q$ is merely nonzero, the choice $q=-1$, $d=1$ breaks the lower bound, for the reason just seen at $x=-1$.

```lean
/-- For `q > 0` and `d > 0` the Fröhlich vertex of the layer lies strictly between
`2π/(1 + q d/2)` and `2π/(1 + q d/3)`. -/
theorem froehlichVertex_bounds {q d : ℝ} (hq : 0 < q) (hd : 0 < d) :
    2 * π / (1 + q * d / 2) < froehlichVertex q d ∧
      froehlichVertex q d < 2 * π / (1 + q * d / 3) := by
  have hp : 0 < 2 * π := by positivity
  have hb := slabF_bounds (mul_pos hq hd)
  rw [froehlichVertex, layerFormFactor_eq hq.ne' hd, mul_div_cancel₀ (2 * π) hq.ne',
    div_eq_mul_one_div (2 * π) (1 + q * d / 2), div_eq_mul_one_div (2 * π) (1 + q * d / 3)]
  exact ⟨mul_lt_mul_of_pos_left hb.1 hp, mul_lt_mul_of_pos_left hb.2 hp⟩
```

## Thickness held fixed while $q$ varies

Both limits describe one given layer probed at different wavelengths. In the first, $q\to0$ from above, written `𝓝[>] 0`. Since $d$ is constant, $qd\to0$, both bounds tend to $2\pi$, and the vertex between them does too. In `froehlichVertex_tendsto`, `lim` gives the limit of a bound with denominator $1+qd/c$. It is applied with $c=2$ and $c=3$, and the squeeze lemma concludes.

This matters when electron–phonon matrix elements of two-dimensional polar materials are interpolated near $q=0$: for the uniform, unscreened layer treated here, the long-wavelength coupling has a finite, nonzero limit.

```lean
/-- At fixed thickness `d > 0` the Fröhlich vertex tends to `2π` as `q` tends to zero from
above. -/
theorem froehlichVertex_tendsto {d : ℝ} (hd : 0 < d) :
    Tendsto (fun q => froehlichVertex q d) (𝓝[>] 0) (𝓝 (2 * π)) := by
  have lim : ∀ c : ℝ, Tendsto (fun q : ℝ => 2 * π / (1 + q * d / c)) (𝓝[>] 0)
      (𝓝 (2 * π)) := by
    intro c
    have hc : ContinuousAt (fun q : ℝ => 2 * π / (1 + q * d / c)) 0 :=
      ContinuousAt.div (by fun_prop) (by fun_prop) (by simp)
    have h : Tendsto (fun q : ℝ => 2 * π / (1 + q * d / c)) (𝓝[>] 0)
        (𝓝 (2 * π / (1 + 0 * d / c))) := hc.tendsto.mono_left nhdsWithin_le_nhds
    rwa [show 2 * π / (1 + 0 * d / c) = 2 * π by simp] at h
  -- squeeze between the two bounds
  refine tendsto_of_tendsto_of_tendsto_of_le_of_le' (lim 2) (lim 3) ?_ ?_
  · filter_upwards [self_mem_nhdsWithin] with q hq
    exact (froehlichVertex_bounds hq hd).1.le
  · filter_upwards [self_mem_nhdsWithin] with q hq
    exact (froehlichVertex_bounds hq hd).2.le
```

In the second limit $q\to\infty$, written `atTop`, and the potential decays over a length much shorter than the layer. From the closed form,

$$xF(x)=\frac{2(x-1+e^{-x})}{x}=2-\frac{2(1-e^{-x})}{x}\longrightarrow2 .$$

In `layerFormFactor_large_q`, `h` is the limit in $x$, and `hx` states that $qd\to\infty$, which uses $d>0$. The two are composed, and the result is identified with $qd$ times the form factor for all positive $q$.

Neither limit survives if the thickness may change with $q$. Take $d=1/q$, so that $x=1$ throughout. The vertex then stays at $4\pi/e\approx4.62$ instead of approaching $2\pi\approx6.28$ as $q\to0$, and $qd$ times the form factor stays at $2/e\approx0.74$ instead of approaching $2$ as $q\to\infty$.

```lean
/-- At fixed thickness `d > 0` the product of `q d` and the form factor tends to `2` as `q`
tends to infinity. -/
theorem layerFormFactor_large_q {d : ℝ} (hd : 0 < d) :
    Tendsto (fun q => q * d * layerFormFactor q d) atTop (𝓝 2) := by
  have h : Tendsto (fun x : ℝ => 2 - 2 * (x⁻¹ * (1 - Real.exp (-x)))) atTop
      (𝓝 (2 - 2 * (0 * (1 - 0)))) :=
    tendsto_const_nhds.sub ((tendsto_inv_atTop_zero.mul
      (tendsto_const_nhds.sub Real.tendsto_exp_neg_atTop_nhds_zero)).const_mul 2)
  rw [show (2 : ℝ) - 2 * (0 * (1 - 0)) = 2 by norm_num] at h
  have hx : Tendsto (fun q : ℝ => q * d) atTop atTop := tendsto_id.atTop_mul_const hd
  refine (h.comp hx).congr' ?_
  filter_upwards [eventually_gt_atTop 0] with q hq
  have hne : q * d ≠ 0 := (mul_pos hq hd).ne'
  rw [layerFormFactor_eq hq.ne' hd, Function.comp_apply, slabF]
  generalize q * d = x at hne
  field_simp
  ring

end

end PolarLayerFormFactor
```

```lean
#print axioms PolarLayerFormFactor.layerFormFactor_eq
-- 'PolarLayerFormFactor.layerFormFactor_eq' depends on axioms: [propext, Classical.choice, Quot.sound]
#print axioms PolarLayerFormFactor.froehlichVertex_tendsto
-- 'PolarLayerFormFactor.froehlichVertex_tendsto' depends on axioms: [propext, Classical.choice, Quot.sound]
#print axioms PolarLayerFormFactor.layerFormFactor_large_q
-- 'PolarLayerFormFactor.layerFormFactor_large_q' depends on axioms: [propext, Classical.choice, Quot.sound]
```
